# The exponential of a spin-adapted single excitation between distinct orbitals is a spin-up factor times a spin-down factor

In the closed-shell reference determinant of a molecule, an occupied spatial orbital \(q\) holds two electrons, and a single excitation to an empty orbital \(p\) can move either of them. Spin-adapted coupled-cluster theory gives both moves the same amplitude \(t\) and exponentiates their sum \(E\). Each electron can make the move only once, but there are two electrons. At which order does the series for \(e^{tE}\) stop, and what does it add up to?

## Operators and their relations

Four types appear below: `ι` labels spatial orbitals, `κ` labels modes of any kind, `A` is the algebra of operators, and `K` contains the amplitudes.

In Lean 4 with Mathlib:

```lean
import Mathlib

namespace SpinAdaptedSingles

variable {ι κ A K : Type*}
```

Let \(c_x\) annihilate an electron in mode \(x\), and let \(c_x^\dagger\), written `star (c x)`, create one. For orthonormal modes,

\[
c_xc_y+c_yc_x=0,\qquad c_xc_y^\dagger+c_y^\dagger c_x=\delta_{xy}.
\]

These relations are the only physical input. They express Fermi statistics, and no Hamiltonian or reference state enters. The algebra is abstract, and the number of orbitals need not be finite.

```lean
/-- The canonical anticommutation relations for a family of annihilation operators `c`,
with `star (c x)` the creation operator of mode `x`. -/
structure CAR [DecidableEq κ] [Ring A] [StarRing A] (c : κ → A) : Prop where
  ann : ∀ x y, c x * c y + c y * c x = 0
  mix : ∀ x y, c x * star (c y) + star (c y) * c x = if x = y then 1 else 0
```

A spin orbital is a pair \((p,s)\), with \(s=0\) for spin up and \(s=1\) for spin down. The excitation from \(q\) to \(p\) at fixed spin is \(c_{ps}^\dagger c_{qs}\). The target comes first in `excite c p q s`.

```lean
/-- The excitation of an electron of spin `s` (0 is up, 1 is down) from spatial orbital `q`
to spatial orbital `p`. -/
def excite [Ring A] [StarRing A] (c : ι × Fin 2 → A) (p q : ι) (s : Fin 2) : A :=
  star (c (p, s)) * c (q, s)
```

Write \(u=c_{p0}^\dagger c_{q0}\) and \(d=c_{p1}^\dagger c_{q1}\). The spin-adapted excitation is \(E=u+d\).

```lean
/-- The spin-adapted single excitation from `q` to `p`: the sum of the spin-up and the
spin-down excitation. -/
def singlet [Ring A] [StarRing A] (c : ι × Fin 2 → A) (p q : ι) : A :=
  excite c p q 0 + excite c p q 1
```

The adjoint reverses products, so the adjoint of \(c_xc_y+c_yc_x=0\) is the corresponding relation for creation operators:

\[
c_x^\dagger c_y^\dagger+c_y^\dagger c_x^\dagger=0 .
\]

```lean
/-- Creation operators anticommute. -/
theorem CAR.cre [DecidableEq κ] [Ring A] [StarRing A] {c : κ → A} (h : CAR c) (x y : κ) :
    star (c x) * star (c y) + star (c y) * star (c x) = 0 := by
  have e := congrArg star (h.ann x y)
  simp only [star_add, star_mul, star_zero] at e
  rw [add_comm]
  exact e
```

## Excitations that commute and square to zero

Take a second excitation, from \(v\) to \(r\) with spin \(s'\), and suppose that \(p\neq v\) and \(r\neq q\). Every mixed anticommutator that is needed is then zero, and

\[
\begin{aligned}
c_{ps}^\dagger c_{qs}\,c_{rs'}^\dagger c_{vs'}
&=-c_{ps}^\dagger c_{rs'}^\dagger\,c_{qs}c_{vs'}
=-c_{rs'}^\dagger c_{ps}^\dagger\,c_{vs'}c_{qs}\\
&=c_{rs'}^\dagger c_{vs'}\,c_{ps}^\dagger c_{qs}.
\end{aligned}
\]

The middle equality swaps both the creators and the annihilators, so its two signs cancel. In the proof, `h1` to `h4` are the four anticommutators, and `linear_combination` adds them with the operators that stand to their left and right.

```lean
section Excitations

variable [DecidableEq ι] [Ring A] [StarRing A] {c : ι × Fin 2 → A}

/-- Two excitations commute, whatever their spins, if neither fills the orbital that the
other empties. -/
theorem excite_commute (h : CAR c) {p q r v : ι} (hpv : p ≠ v) (hrq : r ≠ q)
    (s s' : Fin 2) : Commute (excite c p q s) (excite c r v s') := by
  have h1 := (h.mix (q, s) (r, s')).trans (if_neg fun e => hrq (congrArg Prod.fst e).symm)
  have h2 := (h.mix (v, s') (p, s)).trans (if_neg fun e => hpv (congrArg Prod.fst e).symm)
  have h3 := h.cre (p, s) (r, s')
  have h4 := h.ann (q, s) (v, s')
  unfold excite
  change _ * _ = _ * _
  linear_combination (norm := noncomm_ring) star (c (p, s)) * h1 * c (v, s')
    - star (c (r, s')) * h2 * c (q, s) - h3 * c (q, s) * c (v, s')
    + star (c (r, s')) * star (c (p, s)) * h4
```

For one excitation applied twice, with \(p\neq q\),

\[
(c_{ps}^\dagger c_{qs})^2=-c_{ps}^\dagger c_{ps}^\dagger\,c_{qs}c_{qs}=0 .
\]

The last equality is the Pauli principle. The relations give \(2c_{qs}^2=0\), and dividing by 2 is allowed because `A` is an algebra over the rationals.

```lean
/-- The excitation of an electron of given spin from one spatial orbital to a different one squares
to zero. -/
theorem excite_sq [Algebra ℚ A] (h : CAR c) {p q : ι} (hpq : p ≠ q) (s : Fin 2) :
    excite c p q s * excite c p q s = 0 := by
  have h1 := (h.mix (q, s) (p, s)).trans (if_neg fun e => hpq (congrArg Prod.fst e).symm)
  -- the Pauli principle: an annihilator squares to zero
  have h2 : c (q, s) * c (q, s) = 0 := by
    have e : c (q, s) * c (q, s)
        = (1 / 2 : ℚ) • (c (q, s) * c (q, s) + c (q, s) * c (q, s)) := by module
    rw [e, h.ann, smul_zero]
  unfold excite
  linear_combination (norm := noncomm_ring) star (c (p, s)) * h1 * c (q, s)
    - star (c (p, s)) * star (c (p, s)) * h2
```

## The square and the cube

With \(u^2=d^2=0\) and \(ud=du\),

\[
E^2=u^2+ud+du+d^2=2ud .
\]

The product \(ud\) moves both electrons from \(q\) to \(p\). In the code, `hu`, `hd` and `hc` are the three facts just used.

```lean
/-- The square of the spin-adapted excitation between distinct orbitals is twice the product of its
spin-up and spin-down parts. -/
theorem singlet_sq [Algebra ℚ A] (h : CAR c) {p q : ι} (hpq : p ≠ q) :
    singlet c p q ^ 2 = 2 * (excite c p q 0 * excite c p q 1) := by
  have hu := excite_sq h hpq 0
  have hd := excite_sq h hpq 1
  have hc := (excite_commute h hpq hpq 0 1).eq
  rw [pow_two, singlet]
  linear_combination (norm := noncomm_ring) hu + hd - hc
```

A third application finds no electron left to move:

\[
E^3=2ud(u+d)=2u^2d+2ud^2=0 .
\]

```lean
/-- The cube of the spin-adapted excitation between distinct orbitals vanishes. -/
theorem singlet_cube [Algebra ℚ A] (h : CAR c) {p q : ι} (hpq : p ≠ q) :
    singlet c p q ^ 3 = 0 := by
  have hu := excite_sq h hpq 0
  have hd := excite_sq h hpq 1
  have hc := (excite_commute h hpq hpq 0 1).eq
  rw [pow_succ, singlet_sq h hpq, singlet]
  linear_combination (norm := noncomm_ring) 2 * hu * excite c p q 1
    + 2 * excite c p q 0 * hd - 2 * excite c p q 0 * hc
```

## The exponential

The series therefore stops at second order. To obtain the product form, note that \((tu)^2=t^2u^2=0\), so \(e^{tu}=1+tu\), and likewise \(e^{td}=1+td\). Since \(tu\) and \(td\) commute,

\[
e^{tE}=e^{tu}e^{td}=(1+tu)(1+td)=1+tE+t^2ud .
\]

The theorem states the equality with \((1+tu)(1+td)\). Its exponential is `IsNilpotent.exp`, the finite power series of a nilpotent element, so no question of convergence arises. The amplitude may lie in any commutative ring `K` over which `A` is an algebra, for instance the real or complex numbers when `A` is a complex matrix algebra. In the proof, `he` truncates each series and `IsNilpotent.exp_add_of_commute` splits the exponential.

```lean
/-- The exponential of a spin-adapted single excitation between distinct orbitals, with amplitude
`t`, is the product of a spin-up and a spin-down factor, each being 1 plus `t` times the excitation
of that spin. -/
theorem exp_singlet [Algebra ℚ A] [CommRing K] [Algebra K A] (h : CAR c) {p q : ι}
    (hpq : p ≠ q) (t : K) :
    IsNilpotent.exp (t • singlet c p q)
      = (1 + t • excite c p q 0) * (1 + t • excite c p q 1) := by
  have hx : ∀ s, (t • excite c p q s) ^ 2 = 0 := by
    intro s
    rw [smul_pow, pow_two (excite c p q s), excite_sq h hpq, smul_zero]
  -- each spin component has an exponential series that stops at first order
  have he : ∀ s, IsNilpotent.exp (t • excite c p q s) = 1 + t • excite c p q s := by
    intro s
    rw [IsNilpotent.exp_eq_sum (hx s)]
    simp [Finset.sum_range_succ]
  have hc := ((excite_commute h hpq hpq 0 1).smul_left t).smul_right t
  rw [singlet, smul_add, IsNilpotent.exp_add_of_commute hc ⟨2, hx 0⟩ ⟨2, hx 1⟩, he, he]
```

A singles cluster operator contains many such excitations. Let \(L\) be a finite list of pairs \(x=(p_x,q_x)\), with \(E_x=u_x+d_x\) the excitation from \(q_x\) to \(p_x\) and \(t_x\) its amplitude. Assume that no target in the list is also a source, as is the case for excitations from occupied to virtual orbitals. Then

\[
\exp\Big(\sum_{x\in L}t_xE_x\Big)=\prod_{x\in L}(1+t_xu_x)(1+t_xd_x).
\]

The argument is by induction on the list. For the empty list both sides are 1. For a list with first entry \(x\), let \(S\) be the sum over the remaining entries. By the assumption, each spin component of \(E_x\) commutes with each component in \(S\), so \(t_xE_x\) commutes with \(S\). Both are nilpotent, hence so is their sum, and \(e^{t_xE_x+S}=e^{t_xE_x}e^S\). The previous theorem rewrites the first factor and the induction hypothesis the second. Nilpotency is proved alongside the formula because the next step needs it.

```lean
/-- For a singles cluster operator, a sum of spin-adapted excitations `x.2 → x.1` in which no
target orbital is also a source, the exponential is the product of the factors of the
single excitations. -/
theorem exp_singles [Algebra ℚ A] [CommRing K] [Algebra K A] (h : CAR c)
    (t : ι × ι → K) (L : List (ι × ι)) (hL : ∀ x ∈ L, ∀ y ∈ L, x.1 ≠ y.2) :
    IsNilpotent.exp (L.map fun x => t x • singlet c x.1 x.2).sum
      = (L.map fun x => (1 + t x • excite c x.1 x.2 0) * (1 + t x • excite c x.1 x.2 1)).prod := by
  -- nilpotency of the partial sums is carried along in the induction
  suffices key : IsNilpotent (L.map fun x => t x • singlet c x.1 x.2).sum ∧ _ from key.2
  induction L with
  | nil =>
    simp only [List.map_nil, List.sum_nil, List.prod_nil]
    refine ⟨IsNilpotent.zero, ?_⟩
    rw [IsNilpotent.exp_eq_sum (pow_one (0 : A))]
    simp
  | cons x L ih =>
    obtain ⟨hn, he⟩ := ih fun y hy z hz =>
      hL y (List.mem_cons_of_mem _ hy) z (List.mem_cons_of_mem _ hz)
    have hxx : x.1 ≠ x.2 := hL x List.mem_cons_self x List.mem_cons_self
    have hx : IsNilpotent (t x • singlet c x.1 x.2) :=
      ⟨3, by rw [smul_pow, singlet_cube h hxx, smul_zero]⟩
    have hc : Commute (t x • singlet c x.1 x.2)
        (L.map fun x => t x • singlet c x.1 x.2).sum := by
      refine Commute.list_sum_right _ _ fun b hb => ?_
      obtain ⟨y, hy, rfl⟩ := List.mem_map.1 hb
      have e := excite_commute h (hL x List.mem_cons_self y (List.mem_cons_of_mem _ hy))
        (hL y (List.mem_cons_of_mem _ hy) x List.mem_cons_self)
      have hd : Commute (singlet c x.1 x.2) (singlet c y.1 y.2) := by
        unfold singlet
        exact ((e 0 0).add_right (e 0 1)).add_left ((e 1 0).add_right (e 1 1))
      exact (hd.smul_left _).smul_right _
    simp only [List.map_cons, List.sum_cons, List.prod_cons]
    exact ⟨hc.isNilpotent_add hx hn, by
      rw [IsNilpotent.exp_add_of_commute hc hx hn, he, exp_singlet h hxx]⟩

end Excitations
```

In closed-shell coupled-cluster theory with singles and doubles, the second-order term adds to the doubles amplitude in the familiar combination

\[
\tau_{ij}^{ab}=t_{ij}^{ab}+t_i^at_j^b ,
\]

where \(i,j\) are occupied and \(a,b\) virtual orbitals. For \(i=j=q\) and \(a=b=p\), the second term is the \(t^2\) that multiplies \(ud\) above. The theorems here concern only the singles exponential, not the doubles amplitudes or the equations that determine either set.

## Explicit matrices for two orbitals

The relations can be realised by matrices, built one mode at a time. Given modes \(c_k\), the Jordan–Wigner step forms

\[
a=\begin{pmatrix}0&1\\0&0\end{pmatrix},\qquad
c_k'=\begin{pmatrix}c_k&0\\0&-c_k\end{pmatrix},
\]

where the first block row and column belong to the empty new mode and the second to the occupied one.

```lean
/-- The Jordan–Wigner step: one new mode is put in front of the modes `c`, which receive a
sign when the new mode is occupied. -/
def addMode [Ring A] {n : ℕ} (c : Fin n → A) : Fin (n + 1) → Matrix (Fin 2) (Fin 2) A :=
  Fin.cons !![0, 1; 0, 0] fun k => !![c k, 0; 0, -c k]
```

The sign makes the new mode anticommute with the old ones:

\[
ac_k'+c_k'a=\begin{pmatrix}0&-c_k\\0&0\end{pmatrix}+\begin{pmatrix}0&c_k\\0&0\end{pmatrix}=0 .
\]

The same cancellation gives \(a^\dagger c_k'+c_k'a^\dagger=0\). Moreover \(a^2=0\) and \(aa^\dagger+a^\dagger a=1\), while relations among the \(c_k'\) hold block by block because the signs square to one. The proof separates new from old modes and compares matrix entries.

```lean
/-- The Jordan–Wigner step preserves the canonical anticommutation relations. -/
theorem addMode_car [Ring A] [StarRing A] {n : ℕ} {c : Fin n → A} (h : CAR c) :
    CAR (addMode c) := by
  -- the adjoint of a 2×2 block matrix, entry by entry
  have st : ∀ a b d e : A, star !![a, b; d, e] = !![star a, star d; star b, star e] := by
    intro a b d e
    ext i j
    fin_cases i <;> fin_cases j <;> rfl
  constructor
  · intro x y
    refine Fin.cases ?_ (fun x => ?_) x <;> refine Fin.cases ?_ (fun y => ?_) y <;>
      ext i j <;> fin_cases i <;> fin_cases j <;>
      simp [addMode, h.ann]
  · intro x y
    refine Fin.cases ?_ (fun x => ?_) x <;> refine Fin.cases ?_ (fun y => ?_) y
    rotate_right
    · by_cases hxy : x = y <;> ext i j <;> fin_cases i <;> fin_cases j <;>
        simp [addMode, st, h.mix, hxy]
    all_goals
      ext i j
      fin_cases i <;> fin_cases j <;>
        simp [addMode, st, (Fin.succ_ne_zero _).symm]
```

Starting from the complex numbers with no modes, four steps give two spatial orbitals with two spins each, on a Fock space of dimension \(2^4=16\). The map `finProdFinEquiv` numbers the four spin orbitals.

```lean
/-- The annihilation operators of two spatial orbitals with spin, as nested complex
matrices built by four Jordan–Wigner steps. -/
def twoOrbitals (x : Fin 2 × Fin 2) :=
  addMode (addMode (addMode (addMode fun k : Fin 0 => (k.elim0 : ℂ)))) (finProdFinEquiv x)
```

The relations pass through the four steps, and the renumbering preserves them because it sends distinct spin orbitals to distinct modes.

```lean
/-- The matrices `twoOrbitals` satisfy the canonical anticommutation relations. -/
theorem twoOrbitals_witness : CAR twoOrbitals := by
  have h0 : CAR (fun k : Fin 0 => (k.elim0 : ℂ)) := ⟨fun x => x.elim0, fun x => x.elim0⟩
  have h := addMode_car (addMode_car (addMode_car (addMode_car h0)))
  refine ⟨fun x y => h.ann _ _, fun x y => (h.mix _ _).trans ?_⟩
  by_cases hxy : x = y
  · subst hxy
    exact (if_pos rfl).trans (if_pos rfl).symm
  · exact (if_neg fun e => hxy (finProdFinEquiv.injective e)).trans (if_neg hxy).symm

end SpinAdaptedSingles
```

```lean
#print axioms SpinAdaptedSingles.exp_singlet
#print axioms SpinAdaptedSingles.exp_singles
```

```
'SpinAdaptedSingles.exp_singlet' depends on axioms: [propext, Classical.choice, Quot.sound]
'SpinAdaptedSingles.exp_singles' depends on axioms: [propext, Classical.choice, Quot.sound]
```
